# With equal on-site energies and positive hoppings $t, t, t'$ along the three bond directions, the nearest-neighbour honeycomb bands touch exactly when $t' \le 2t$

## Question

To find the gap of a nearest-neighbour honeycomb tight-binding model with equal on-site energies, I evaluate the off-diagonal Bloch element

$$f(k_1,k_2) = t' + t\,(e^{ik_1} + e^{ik_2})$$

on a momentum mesh and take twice the smallest $|f|$. When that number is small but nonzero, I need to know whether it is a real gap or a band touching that the mesh missed.

For $t, t' > 0$, I believe that $f$ has a zero at real momenta if and only if $t' \le 2t$, and that otherwise $\min|f| = t' - 2t$. At $t' = 2t$ the touching should be quadratic in one direction and linear in the other. Can this be derived carefully and checked in Lean?

## Answer

Yes. Here each site carries one orbital, $t'$ is the hopping amplitude on all bonds of one orientation, and $t$ is the amplitude on the bonds of the other two orientations. The momenta $k_1, k_2$ are the dimensionless Bloch phases along two lattice vectors.

### Zeros, gap and merging point

With the common on-site energy taken as zero, the Hamiltonian has $f$ and $\bar f$ off the diagonal. Hence $\det(E - H) = E^2 - |f|^2$, and the bands are $E = \pm|f|$. They touch where $f = 0$, and the gap is $2\min|f|$.

Write $k_1 = \pi + x + y$ and $k_2 = \pi - x + y$, which reaches every pair of real momenta. Then

$$e^{ik_1} + e^{ik_2} = -e^{iy}(e^{ix} + e^{-ix}) = -2\cos x\, e^{iy},$$

$$f = t' - 2t\cos x\, e^{iy}.$$

**Zeros.** The imaginary part requires $\cos x \sin y = 0$, and the real part requires $2t\cos x\cos y = t'$. Since $t' > 0$, $\cos x$ cannot vanish, so $\sin y = 0$. Then $\cos y = \pm 1$ and $|\cos x| = t'/(2t)$, which is possible only if $t' \le 2t$. In that case $y = 0$, $x = \pm\arccos(t'/(2t))$ are solutions, and they meet at $x = 0$ when $t' = 2t$.

**Gap.** For all real momenta,

$$|f| \ge \operatorname{Re} f = t' + t(\cos k_1 + \cos k_2) \ge t' - 2t.$$

At $(\pi,\pi)$, $f = t' - 2t$. For $t' > 2t$ this is positive, so it is the minimum of $|f|$.

**Merging.** At $t' = 2t$,

$$|f|^2 = 4t^2\left[(1-\cos x\cos y)^2 + \cos^2 x\sin^2 y\right] = 4t^2(1 - 2\cos x\cos y + \cos^2 x),$$

which equals $4t^2\left[(\cos x - \cos y)^2 + \sin^2 y\right]$. On the axes, $|f| = 2t(1-\cos x)$ for $y = 0$ and $|f| = 4t|\sin(y/2)|$ for $x = 0$: quadratic and linear respectively.

To treat both directions together, replace $(x,y)$ by $(\varepsilon x, \varepsilon^2 y)$:

$$\frac{f}{\varepsilon^2} = 2t\left[\frac{1-\cos(\varepsilon x)}{\varepsilon^2} - \cos(\varepsilon x)\,\frac{e^{i\varepsilon^2 y}-1}{\varepsilon^2}\right] \longrightarrow 2t\left(\frac{x^2}{2} - iy\right) = t(x^2 - 2iy).$$

### Reading the minimum off a mesh

On a uniform mesh $k_j = 2\pi n_j/N$, the zeros at $(\pi \pm x_0, \pi \mp x_0)$, with $x_0 = \arccos(t'/(2t))$, usually fall between mesh points. The sampled minimum is then positive although the bands touch. For $t' = t$ one zero is at $(4\pi/3, 2\pi/3)$, which is on the mesh only if $N$ is a multiple of 3. In the gapped phase, any even $N$ includes $(\pi,\pi)$ and gives the minimum up to rounding. For this non-interacting nearest-neighbour model, comparing $t'$ with $2t$ therefore settles the question without refining the mesh.

### What the Lean statements say

`bloch` is $f$, with real hoppings and momenta and a complex value. `hamiltonian` is the $2\times2$ matrix with zero diagonal, so there is no sublattice energy difference and no hopping within a sublattice. `band_energies` says that a real $E$ solves the secular equation exactly when $E = \pm|f|$.

The main theorem, `semimetal_insulator_transition`, is named for the half-filled lattice and assumes $t, t' > 0$. Its first part is the equivalence between a zero at real momenta and $t' \le 2t$. Its second part uses `IsLeast`: for $t' > 2t$, the number $t' - 2t$ is a value of $|f|$ and a lower bound for all its values. Momenta range over all of $\mathbb{R}^2$, which by periodicity is equivalent to one Brillouin zone.

`dirac_points` gives the conditions on $x$ and $y$ for a touching, and `merging_norm_sq` is the formula for $|f|^2$ at $t' = 2t$. `semi_dirac_limit` is the scaling limit for each fixed $x, y$, where `𝓝[≠] 0` means that $\varepsilon$ approaches zero without equalling it. It gives no error bound. Winding numbers and Berry phases are not treated.

```lean
import Mathlib

open Filter Topology
open scoped Real

namespace DiracPointMerging

noncomputable section

/-- Off-diagonal Bloch element of a honeycomb lattice with one bond of hopping `t'`
and two bonds of hopping `t` per cell. -/
def bloch (t t' k₁ k₂ : ℝ) : ℂ :=
  t' + t * (Complex.exp (k₁ * Complex.I) + Complex.exp (k₂ * Complex.I))

/-- The two-band Bloch Hamiltonian, which couples only different sublattices. -/
def hamiltonian (t t' k₁ k₂ : ℝ) : Matrix (Fin 2) (Fin 2) ℂ :=
  !![0, bloch t t' k₁ k₂; starRingEnd ℂ (bloch t t' k₁ k₂), 0]

/-- The real solutions `E` of the secular equation are the band energies `±|f|`. -/
theorem band_energies (t t' k₁ k₂ E : ℝ) :
    ((E : ℂ) • (1 : Matrix (Fin 2) (Fin 2) ℂ) - hamiltonian t t' k₁ k₂).det = 0 ↔
      E = ‖bloch t t' k₁ k₂‖ ∨ E = -‖bloch t t' k₁ k₂‖ := by
  have h : ((E : ℂ) • (1 : Matrix (Fin 2) (Fin 2) ℂ) - hamiltonian t t' k₁ k₂).det
      = ((E ^ 2 - ‖bloch t t' k₁ k₂‖ ^ 2 : ℝ) : ℂ) := by
    have hf := Complex.mul_conj' (bloch t t' k₁ k₂)
    rw [Matrix.det_fin_two]
    simp [hamiltonian]
    linear_combination -hf
  rw [h, Complex.ofReal_eq_zero, sub_eq_zero, sq_eq_sq_iff_eq_or_eq_neg]

/-- In coordinates `x`, `y` centred at `(π, π)`, the Bloch element is
`t' - 2t cos x exp(iy)`. -/
theorem bloch_centred (t t' x y : ℝ) :
    bloch t t' (π + x + y) (π - x + y) =
      t' - 2 * t * (Real.cos x : ℂ) * Complex.exp (y * Complex.I) := by
  have h1 : Complex.exp (((π + x + y : ℝ) : ℂ) * Complex.I)
      = -(Complex.exp (x * Complex.I) * Complex.exp (y * Complex.I)) := by
    rw [show ((π + x + y : ℝ) : ℂ) * Complex.I
      = π * Complex.I + (x * Complex.I + y * Complex.I) by push_cast; ring,
      Complex.exp_add, Complex.exp_add, Complex.exp_pi_mul_I]
    ring
  have h2 : Complex.exp (((π - x + y : ℝ) : ℂ) * Complex.I)
      = -(Complex.exp (-x * Complex.I) * Complex.exp (y * Complex.I)) := by
    rw [show ((π - x + y : ℝ) : ℂ) * Complex.I
      = π * Complex.I + (-x * Complex.I + y * Complex.I) by push_cast; ring,
      Complex.exp_add, Complex.exp_add, Complex.exp_pi_mul_I]
    ring
  have h3 := Complex.two_cos (x : ℂ)
  unfold bloch
  rw [h1, h2, Complex.ofReal_cos]
  linear_combination (t * Complex.exp (y * Complex.I)) * h3

/-- For `t' > 0`, the bands touch exactly where `sin y = 0` and `2t cos x cos y = t'`. -/
theorem dirac_points (t t' x y : ℝ) (ht' : 0 < t') :
    bloch t t' (π + x + y) (π - x + y) = 0 ↔
      Real.sin y = 0 ∧ 2 * t * Real.cos x * Real.cos y = t' := by
  have h : bloch t t' (π + x + y) (π - x + y)
      = ((t' - 2 * t * Real.cos x * Real.cos y : ℝ) : ℂ)
        + ((-(2 * t * Real.cos x * Real.sin y) : ℝ) : ℂ) * Complex.I := by
    rw [bloch_centred, Complex.exp_mul_I]
    push_cast
    ring
  rw [h, Complex.ext_iff]
  simp only [Complex.add_re, Complex.add_im, Complex.ofReal_re, Complex.ofReal_im,
    Complex.re_ofReal_mul, Complex.im_ofReal_mul, Complex.I_re, Complex.I_im,
    Complex.zero_re, Complex.zero_im, mul_zero, mul_one, add_zero, zero_add]
  constructor
  · rintro ⟨hr, hi⟩
    refine ⟨?_, by linarith⟩
    -- the prefactor of `sin y` cannot vanish, since `t'` is positive
    rcases mul_eq_zero.1 (neg_eq_zero.1 hi) with h0 | h0
    · rw [h0] at hr
      linarith
    · exact h0
  · rintro ⟨hs, hc⟩
    exact ⟨by linarith, by rw [hs]; ring⟩

/-- For `t ≥ 0` and `t' ≥ 2t`, the minimum of `|f|` over all real momenta is `t' - 2t`. -/
theorem min_norm (t t' : ℝ) (ht : 0 ≤ t) (h : 2 * t ≤ t') :
    IsLeast (Set.range fun k : ℝ × ℝ => ‖bloch t t' k.1 k.2‖) (t' - 2 * t) := by
  constructor
  · -- the minimum is attained at `(π, π)`
    refine ⟨(π + 0 + 0, π - 0 + 0), ?_⟩
    have h0 : bloch t t' (π + 0 + 0) (π - 0 + 0) = ((t' - 2 * t : ℝ) : ℂ) := by
      rw [bloch_centred]
      simp
    change ‖bloch t t' (π + 0 + 0) (π - 0 + 0)‖ = _
    rw [h0, Complex.norm_real, Real.norm_of_nonneg (by linarith)]
  · rintro _ ⟨⟨k₁, k₂⟩, rfl⟩
    -- the modulus is at least the real part
    have hre : (bloch t t' k₁ k₂).re = t' + t * (Real.cos k₁ + Real.cos k₂) := by
      simp [bloch, Complex.exp_ofReal_mul_I_re]
    have hn := Complex.re_le_norm (bloch t t' k₁ k₂)
    change t' - 2 * t ≤ ‖bloch t t' k₁ k₂‖
    nlinarith [mul_nonneg ht (by linarith [Real.neg_one_le_cos k₁] : 0 ≤ Real.cos k₁ + 1),
      mul_nonneg ht (by linarith [Real.neg_one_le_cos k₂] : 0 ≤ Real.cos k₂ + 1)]

/-- For positive hoppings, the bands touch at some real momentum iff `t' ≤ 2t`;
for `t' > 2t` the minimum of `|f|` is `t' - 2t`. -/
theorem semimetal_insulator_transition (t t' : ℝ) (ht : 0 < t) (ht' : 0 < t') :
    ((∃ k₁ k₂ : ℝ, bloch t t' k₁ k₂ = 0) ↔ t' ≤ 2 * t) ∧
    (2 * t < t' →
      IsLeast (Set.range fun k : ℝ × ℝ => ‖bloch t t' k.1 k.2‖) (t' - 2 * t)) := by
  refine ⟨⟨?_, fun h => ?_⟩, fun h => min_norm t t' ht.le h.le⟩
  · rintro ⟨k₁, k₂, hk⟩
    by_contra hlt
    have hb : t' - 2 * t ≤ ‖bloch t t' k₁ k₂‖ :=
      (min_norm t t' ht.le (not_le.1 hlt).le).2 ⟨(k₁, k₂), rfl⟩
    rw [hk, norm_zero] at hb
    linarith
  · refine ⟨π + Real.arccos (t' / (2 * t)) + 0, π - Real.arccos (t' / (2 * t)) + 0,
      (dirac_points t t' _ 0 ht').2 ⟨Real.sin_zero, ?_⟩⟩
    have hp : 0 < t' / (2 * t) := by positivity
    rw [Real.cos_arccos (by linarith) ((div_le_one (by positivity)).2 h), Real.cos_zero]
    field_simp

/-- The squared band energy at the merging point `t' = 2t`. -/
theorem merging_norm_sq (t x y : ℝ) :
    ‖bloch t (2 * t) (π + x + y) (π - x + y)‖ ^ 2 =
      4 * t ^ 2 * ((Real.cos x - Real.cos y) ^ 2 + Real.sin y ^ 2) := by
  have h : bloch t (2 * t) (π + x + y) (π - x + y)
      = ((2 * t - 2 * t * Real.cos x * Real.cos y : ℝ) : ℂ)
        + ((-(2 * t * Real.cos x * Real.sin y) : ℝ) : ℂ) * Complex.I := by
    rw [bloch_centred, Complex.exp_mul_I]
    push_cast
    ring
  rw [Complex.sq_norm, h, Complex.normSq_add_mul_I]
  linear_combination (4 * t ^ 2 * Real.cos x ^ 2 - 4 * t ^ 2) * Real.sin_sq_add_cos_sq y


/-- At `t' = 2t`, scaling `x` by `ε` and `y` by `ε²` gives `f/ε² → t(x² - 2iy)` as `ε → 0` through
nonzero real values, for each fixed `x` and `y`. -/
theorem semi_dirac_limit (t x y : ℝ) :
    Tendsto (fun ε : ℝ =>
        bloch t (2 * t) (π + ε * x + ε ^ 2 * y) (π - ε * x + ε ^ 2 * y) / (ε : ℂ) ^ 2)
      (𝓝[≠] 0) (𝓝 (t * ((x : ℂ) ^ 2 - 2 * y * Complex.I))) := by
  -- slope of the sine at zero
  have h1 : Tendsto (fun ε : ℝ => ε⁻¹ * Real.sin (ε * (x / 2))) (𝓝[≠] 0) (𝓝 (x / 2)) := by
    have hl : HasDerivAt (fun ε : ℝ => ε * (x / 2)) (x / 2) 0 := hasDerivAt_mul_const _
    simpa using hl.sin.tendsto_slope_zero
  -- slope of the phase factor at zero
  have h2 : Tendsto (fun z : ℂ => z⁻¹ * (Complex.exp (z * (y * Complex.I)) - 1))
      (𝓝[≠] 0) (𝓝 (y * Complex.I)) := by
    have hl : HasDerivAt (fun z : ℂ => z * (y * Complex.I)) (y * Complex.I) 0 :=
      hasDerivAt_mul_const _
    simpa using hl.cexp.tendsto_slope_zero
  have hsq : Tendsto (fun ε : ℝ => (ε : ℂ) ^ 2) (𝓝[≠] 0) (𝓝[≠] 0) := by
    refine tendsto_nhdsWithin_iff.2 ⟨?_, ?_⟩
    · have hc : Continuous fun ε : ℝ => (ε : ℂ) ^ 2 := Complex.continuous_ofReal.pow 2
      have h0 : Tendsto (fun ε : ℝ => (ε : ℂ) ^ 2) (𝓝 0) (𝓝 0) := by
        simpa using hc.tendsto 0
      exact h0.mono_left nhdsWithin_le_nhds
    · filter_upwards [self_mem_nhdsWithin] with ε hε
      have h0 : ε ≠ 0 := hε
      simpa using h0
  have hcos : Tendsto (fun ε : ℝ => (Real.cos (ε * x) : ℂ)) (𝓝[≠] 0) (𝓝 1) := by
    have hc : Continuous fun ε : ℝ => (Real.cos (ε * x) : ℂ) :=
      Complex.continuous_ofReal.comp (Real.continuous_cos.comp (continuous_id.mul continuous_const))
    have h0 : Tendsto (fun ε : ℝ => (Real.cos (ε * x) : ℂ)) (𝓝 0) (𝓝 1) := by
      simpa using hc.tendsto 0
    exact h0.mono_left nhdsWithin_le_nhds
  have h := ((((((Complex.continuous_ofReal.tendsto _).comp h1).pow 2).const_mul 2).sub
    (hcos.mul (h2.comp hsq))).const_mul (2 * (t : ℂ)))
  have hlim : (t : ℂ) * ((x : ℂ) ^ 2 - 2 * y * Complex.I)
      = 2 * (t : ℂ) * (2 * ((x / 2 : ℝ) : ℂ) ^ 2 - 1 * (y * Complex.I)) := by
    push_cast
    ring
  rw [hlim]
  refine h.congr fun ε => ?_
  -- split `1 - cos · exp` into `(1 - cos) - cos · (exp - 1)`
  have hr : Real.cos (ε * x) = 1 - 2 * Real.sin (ε * (x / 2)) ^ 2 := by
    have h0 := Real.cos_two_mul (ε * (x / 2))
    rw [show 2 * (ε * (x / 2)) = ε * x by ring] at h0
    linarith [Real.sin_sq_add_cos_sq (ε * (x / 2))]
  have he : ((ε ^ 2 * y : ℝ) : ℂ) * Complex.I = (ε : ℂ) ^ 2 * (y * Complex.I) := by
    push_cast
    ring
  rw [bloch_centred, he, hr]
  simp only [Function.comp_apply, Complex.ofReal_mul, Complex.ofReal_inv, Complex.ofReal_sub,
    Complex.ofReal_pow, Complex.ofReal_one, Complex.ofReal_ofNat]
  ring

end

end DiracPointMerging
```

```lean
#print axioms DiracPointMerging.band_energies
#print axioms DiracPointMerging.semimetal_insulator_transition
#print axioms DiracPointMerging.merging_norm_sq
#print axioms DiracPointMerging.semi_dirac_limit
```

```
'DiracPointMerging.band_energies' depends on axioms: [propext, Classical.choice, Quot.sound]
'DiracPointMerging.semimetal_insulator_transition' depends on axioms: [propext, Classical.choice, Quot.sound]
'DiracPointMerging.merging_norm_sq' depends on axioms: [propext, Classical.choice, Quot.sound]
'DiracPointMerging.semi_dirac_limit' depends on axioms: [propext, Classical.choice, Quot.sound]
```

### From the hand derivation to the Lean proof

`band_energies` expands the determinant and replaces $f\bar f$ by $|f|^2$. `bloch_centred` factors the two exponentials, uses $e^{i\pi} = -1$, and combines $e^{ix} + e^{-ix}$ into $2\cos x$.

`dirac_points` separates real and imaginary parts. The vanishing imaginary part leaves two cases; the one with $2t\cos x = 0$ would force $t' = 0$ and is excluded.

In `min_norm`, the point $(\pi,\pi)$ attains the value. For the bound, `nlinarith` combines $|f| \ge \operatorname{Re} f$ with $t(\cos k_j + 1) \ge 0$ for $j = 1, 2$.

The main theorem uses that bound to show that a zero is impossible when $t' > 2t$. When $t' \le 2t$, it supplies the arccosine momentum and verifies it through `dirac_points`.

`merging_norm_sq` adds the squares of the real and imaginary parts and simplifies with $\sin^2 y + \cos^2 y = 1$.

In `semi_dirac_limit`, `h1` is the slope of the sine at zero, which handles $1 - \cos(\varepsilon x) = 2\sin^2(\varepsilon x/2)$. `h2` is the slope of the phase factor, and `hsq` allows $\varepsilon^2$ to be inserted as its small variable. With `hcos` for $\cos(\varepsilon x) \to 1$, the limits combine as in the bracket above, and the final `ring` identifies that expression with $f/\varepsilon^2$.
